# Breit-frame current of a Dirac particle: F1 − τF2 in the charge, F1 + F2 in the spatial current

In units with ħ = c = 1, for mass m > 0, real three-vector q and Breit momenta p = (E, −q/2), p' = (E, q/2) on shell, the vertex

G^μ = F1 γ^μ + i F2 σ^{μν}(p'−p)_ν / 2m

has the matrix elements

ū' G^0 u = 2m (F1 − τF2) χ'†χ, τ = q·q/4m²

ū' G^{k+1} u = (F1 + F2) χ'† i(σ×q)_k χ, k = 0, 1, 2 for x, y, z.

Here σ^{μν} = (i/2)[γ^μ, γ^ν], while σ without indices is the vector of Pauli matrices; u and u' are the positive-energy Dirac spinors with arbitrary two-component spins χ and χ', normalised to ūu = 2m χ†χ, and the metric is (+,−,−,−); for χ' = χ of unit length the charge element is 2m(F1 − τF2). For a free on-shell spin-1/2 particle with this vertex, the two combinations are the Sachs electric and magnetic form factors used in elastic electron scattering.

## A vertex with two given form factors

F1 is the strength of the Dirac coupling and F2 that of the anomalous magnetic (Pauli) coupling. Both are arbitrary complex numbers at the chosen q. The form of the vertex is assumed, not derived from symmetry; an electric-dipole term, for example, would add a further term to the charge element.

```lean
import Mathlib

open Matrix
open Complex (I)

namespace BreitFrameCurrent

noncomputable section

/-- The three Pauli matrices. -/
def pauli : Fin 3 → Matrix (Fin 2) (Fin 2) ℂ :=
  ![!![0, 1; 1, 0], !![0, -I; I, 0], !![1, 0; 0, -1]]

/-- The matrix `σ · a` for a real vector `a`. -/
def pauliDot (a : Fin 3 → ℝ) : Matrix (Fin 2) (Fin 2) ℂ := ∑ k, (a k : ℂ) • pauli k

/-- The components of the vector operator `σ × q`. -/
def pauliCross (q : Fin 3 → ℝ) : Fin 3 → Matrix (Fin 2) (Fin 2) ℂ :=
  ![(q 2 : ℂ) • pauli 1 - (q 1 : ℂ) • pauli 2,
    (q 0 : ℂ) • pauli 2 - (q 2 : ℂ) • pauli 0,
    (q 1 : ℂ) • pauli 0 - (q 0 : ℂ) • pauli 1]

/-- The gamma matrices `γ^μ` in the Dirac representation. -/
def gamma : Fin 4 → Matrix (Fin 2 ⊕ Fin 2) (Fin 2 ⊕ Fin 2) ℂ :=
  vecCons (fromBlocks 1 0 0 (-1)) (fun k => fromBlocks 0 (pauli k) (-pauli k) 0)

/-- The spin tensor `σ^{μν} = (i/2) [γ^μ, γ^ν]`. -/
def sigma (μ ν : Fin 4) : Matrix (Fin 2 ⊕ Fin 2) (Fin 2 ⊕ Fin 2) ℂ :=
  (I / 2) • (gamma μ * gamma ν - gamma ν * gamma μ)

/-- Lowering an index with the metric `(+,-,-,-)`. -/
def lower (v : Fin 4 → ℝ) : Fin 4 → ℝ := vecCons (v 0) (fun k => -v k.succ)
```

The index type `Fin 2 ⊕ Fin 2` separates upper and lower spinor components, and `lower` fixes the metric (+,−,−,−). Since `energy` is defined as √(k·k + m²), the momenta are on shell by construction. The spinors are written down explicitly, not derived from the Dirac equation. In `breitCurrent`, `star` and `gamma 0` together form ū' = u'†γ^0.

```lean
/-- The relativistic energy `√(k·k + m²)`. -/
def energy (m : ℝ) (k : Fin 3 → ℝ) : ℝ := √(k ⬝ᵥ k + m ^ 2)

/-- The on-shell four-momentum `(E, k)`. -/
def fourMomentum (m : ℝ) (k : Fin 3 → ℝ) : Fin 4 → ℝ := vecCons (energy m k) k

/-- The Dirac spinor `√(E+m) (χ, σ·k χ/(E+m))`. -/
def spinor (m : ℝ) (k : Fin 3 → ℝ) (χ : Fin 2 → ℂ) : Fin 2 ⊕ Fin 2 → ℂ :=
  ((√(energy m k + m) : ℝ) : ℂ) •
    Sum.elim χ ((((energy m k + m)⁻¹ : ℝ) : ℂ) • (pauliDot k *ᵥ χ))

/-- The vertex `F1 γ^μ + i F2 σ^{μν} q_ν / 2m` for four-momentum transfer `q`. -/
def vertex (m : ℝ) (F1 F2 : ℂ) (q : Fin 4 → ℝ) (μ : Fin 4) :
    Matrix (Fin 2 ⊕ Fin 2) (Fin 2 ⊕ Fin 2) ℂ :=
  F1 • gamma μ + (I * F2 / (2 * m)) • ∑ ν, (lower q ν : ℂ) • sigma μ ν

/-- The current `ū(p') G^μ u(p)` between the Breit momenta `-q/2` and `q/2`. -/
def breitCurrent (m : ℝ) (F1 F2 : ℂ) (q : Fin 3 → ℝ) (χ' χ : Fin 2 → ℂ) (μ : Fin 4) : ℂ :=
  star (spinor m ((1 / 2 : ℝ) • q) χ') ⬝ᵥ ((gamma 0 * vertex m F1 F2
    (fourMomentum m ((1 / 2 : ℝ) • q) - fourMomentum m (-((1 / 2 : ℝ) • q))) μ) *ᵥ
      spinor m (-((1 / 2 : ℝ) • q)) χ)

/-- The dimensionless momentum transfer `τ = q·q / 4m²`. -/
def tau (m : ℝ) (q : Fin 3 → ℝ) : ℝ := q ⬝ᵥ q / (4 * m ^ 2)
```

## Real momentum transfer

Physical momenta are real, so S = σ·q is Hermitian and can be moved from χ' onto χ. For complex q the adjoint spinor would contain q*, and the reduction below would change. The Pauli algebra gives

S² = q·q

K = [σ_k, S] = 2i(q×σ)_k = −2i(σ×q)_k.

Lean checks these identities, and Hermiticity, entry by entry.

```lean
lemma pauliDot_eq (a : Fin 3 → ℝ) :
    pauliDot a = !![(a 2 : ℂ), a 0 - a 1 * I; a 0 + a 1 * I, -(a 2 : ℂ)] := by
  ext i j
  fin_cases i <;> fin_cases j <;> apply Complex.ext <;>
    simp [pauliDot, pauli, Fin.sum_univ_three]

/-- The square of `σ · a` is `a · a`. -/
theorem pauliDot_sq (a : Fin 3 → ℝ) :
    pauliDot a * pauliDot a = ((a ⬝ᵥ a : ℝ) : ℂ) • 1 := by
  rw [pauliDot_eq]
  ext i j
  fin_cases i <;> fin_cases j <;> apply Complex.ext <;>
    simp [Matrix.mul_apply, Fin.sum_univ_two, dotProduct, Fin.sum_univ_three] <;> ring

/-- The commutator `[σ_k, σ·q]` equals `-2i (σ × q)_k`. -/
theorem pauli_commutator (q : Fin 3 → ℝ) (k : Fin 3) :
    pauli k * pauliDot q - pauliDot q * pauli k = (-2 * I) • pauliCross q k := by
  rw [pauliDot_eq]
  ext i j
  fin_cases k <;> fin_cases i <;> fin_cases j <;> apply Complex.ext <;>
    simp [pauli, pauliCross] <;> ring

lemma pauliDot_herm (a : Fin 3 → ℝ) : (pauliDot a)ᴴ = pauliDot a := by
  rw [pauliDot_eq]
  ext i j
  fin_cases i <;> fin_cases j <;> apply Complex.ext <;> simp

lemma pauliDot_half (q : Fin 3 → ℝ) :
    pauliDot ((1 / 2 : ℝ) • q) = (1 / 2 : ℂ) • pauliDot q := by
  have h : ∀ k, ((((1 / 2 : ℝ) • q) k : ℝ) : ℂ) = (1 / 2 : ℂ) * (q k : ℂ) := by
    intro k
    simp
  simp only [pauliDot, Finset.smul_sum, smul_smul, h]
```

## Opposite momenta

In the Breit frame the particle reverses its momentum and keeps its energy, so p'−p = (0, q). With unequal energies, the Pauli term of the spatial components G^{k+1} would also contain the energy transfer. Here, with Γ = Σ_k q_k γ^{k+1} and lowered transfer (0, −q),

G^μ = F1 γ^μ + (F2/4m)[γ^μ, Γ].

`breit_transfer` and `vertex_breit` prove these two steps. Multiplying by γ^0 gives the blocks, rows separated by semicolons:

γ^0G^0 = (F1, F2 S/2m; −F2 S/2m, F1)

γ^0G^{k+1} = (−F2 K/4m, F1σ_k; F1σ_k, F2 K/4m).

Put N = E+m. The spinors are u' = √N(χ', Sχ'/2N) and u = √N(χ, −Sχ/2N), so a block matrix (A, B; C, D) between them becomes

χ'† [N A − BS/2 + SC/2 − SDS/4N] χ.

This is `spinor_sandwich` with its p set to q/2; `block_sandwich` supplies the block multiplication.

```lean
lemma energy_neg (m : ℝ) (k : Fin 3 → ℝ) : energy m (-k) = energy m k := by
  simp [energy]

/-- In the Breit frame the four-momentum transfer is `(0, q)`. -/
theorem breit_transfer (m : ℝ) (q : Fin 3 → ℝ) :
    fourMomentum m ((1 / 2 : ℝ) • q) - fourMomentum m (-((1 / 2 : ℝ) • q)) = vecCons 0 q := by
  ext μ
  refine Fin.cases ?_ (fun k => ?_) μ
  · change energy m _ - energy m _ = 0
    rw [energy_neg, sub_self]
  · change (1 / 2 : ℝ) * q k - -((1 / 2 : ℝ) * q k) = q k
    ring

lemma vertex_breit (m : ℝ) (F1 F2 : ℂ) (q : Fin 3 → ℝ) (μ : Fin 4) :
    vertex m F1 F2 (vecCons 0 q) μ = F1 • gamma μ + (F2 / (4 * m)) •
      (gamma μ * fromBlocks 0 (pauliDot q) (-pauliDot q) 0
        - fromBlocks 0 (pauliDot q) (-pauliDot q) 0 * gamma μ) := by
  have hG : fromBlocks 0 (pauliDot q) (-pauliDot q) 0 = ∑ k : Fin 3, (q k : ℂ) • gamma k.succ := by
    have hg : ∀ k : Fin 3, gamma k.succ = fromBlocks 0 (pauli k) (-pauli k) 0 := fun _ => rfl
    simp only [hg, pauliDot, Fin.sum_univ_three, fromBlocks_smul, fromBlocks_add,
      smul_zero, add_zero, smul_neg, neg_add]
  have h0 : lower (vecCons 0 q) 0 = 0 := rfl
  have hk : ∀ k : Fin 3, lower (vecCons 0 q) k.succ = -q k := fun _ => rfl
  -- the two factors of i combine to a sign
  have hs : ∀ (c : ℂ) (ν : Fin 4), (I * F2 / (2 * m)) • (c • sigma μ ν) =
      (-(c * F2 / (4 * m))) • (gamma μ * gamma ν - gamma ν * gamma μ) := by
    intro c ν
    rw [sigma, smul_smul, smul_smul]
    congr 1
    linear_combination (c * F2 / (4 * m)) * Complex.I_mul_I
  rw [hG, vertex, Fin.sum_univ_succ (n := 3)]
  simp only [Fin.sum_univ_three, h0, hk, smul_add, hs, mul_add, add_mul,
    mul_smul_comm, smul_mul_assoc, Complex.ofReal_neg, Complex.ofReal_zero]
  module

lemma block_sandwich (A B C D : Matrix (Fin 2) (Fin 2) ℂ) (a b a' b' : Fin 2 → ℂ) :
    star (Sum.elim a' b') ⬝ᵥ (fromBlocks A B C D *ᵥ Sum.elim a b) =
      star a' ⬝ᵥ (A *ᵥ a + B *ᵥ b) + star b' ⬝ᵥ (C *ᵥ a + D *ᵥ b) := by
  simp [fromBlocks_mulVec, dotProduct, Fintype.sum_sum_type]

/-- Between spinors of opposite momenta, a block operator reduces to an operator on
two-component spins. -/
theorem spinor_sandwich {m : ℝ} (hm : 0 < m) (p : Fin 3 → ℝ)
    (A B C D : Matrix (Fin 2) (Fin 2) ℂ) (χ' χ : Fin 2 → ℂ) :
    star (spinor m p χ') ⬝ᵥ (fromBlocks A B C D *ᵥ spinor m (-p) χ) =
      star χ' ⬝ᵥ ((((energy m p + m : ℝ) : ℂ) • A - B * pauliDot p + pauliDot p * C
        - (((energy m p + m)⁻¹ : ℝ) : ℂ) • (pauliDot p * (D * pauliDot p))) *ᵥ χ) := by
  have hN : 0 < energy m p + m := add_pos_of_nonneg_of_pos (Real.sqrt_nonneg _) hm
  have hs : ((√(energy m p + m) : ℝ) : ℂ) * ((√(energy m p + m) : ℝ) : ℂ)
      = ((energy m p + m : ℝ) : ℂ) := by
    rw [← Complex.ofReal_mul, Real.mul_self_sqrt hN.le]
  have hn : ((energy m p + m : ℝ) : ℂ) * (((energy m p + m)⁻¹ : ℝ) : ℂ) = 1 := by
    rw [← Complex.ofReal_mul, mul_inv_cancel₀ hN.ne', Complex.ofReal_one]
  have hneg : pauliDot (-p) = -pauliDot p := by simp [pauliDot]
  have herm : ∀ v, star (pauliDot p *ᵥ χ') ⬝ᵥ v = star χ' ⬝ᵥ (pauliDot p *ᵥ v) := by
    intro v
    rw [Matrix.star_mulVec, pauliDot_herm, Matrix.dotProduct_mulVec]
  simp only [spinor, energy_neg, hneg, star_smul, mulVec_smul, dotProduct_smul,
    smul_dotProduct, block_sandwich, herm, dotProduct_add, neg_mulVec, mulVec_neg,
    dotProduct_neg, smul_neg, mulVec_mulVec, add_mulVec, sub_mulVec, dotProduct_sub,
    Matrix.smul_mulVec, smul_eq_mul, Complex.star_def, Complex.conj_ofReal]
  generalize (((energy m p + m)⁻¹ : ℝ) : ℂ) = n at *
  linear_combination (star χ' ⬝ᵥ (A *ᵥ χ) - n * (star χ' ⬝ᵥ ((B * pauliDot p) *ᵥ χ))
    + n * (star χ' ⬝ᵥ ((pauliDot p * C) *ᵥ χ))
    - n ^ 2 * (star χ' ⬝ᵥ ((pauliDot p * (D * pauliDot p)) *ᵥ χ))) * hs
    + (-(star χ' ⬝ᵥ ((B * pauliDot p) *ᵥ χ)) + star χ' ⬝ᵥ ((pauliDot p * C) *ᵥ χ)
    - n * (star χ' ⬝ᵥ ((pauliDot p * (D * pauliDot p)) *ᵥ χ))) * hn
```

## Positive mass, on shell

The mass condition m > 0 makes N positive, which the proof of `spinor_sandwich` uses for the square root and the inverse, and allows division by m. At m = 0 the Pauli coupling and τ are undefined; for m < 0, N = 0 at q = 0, where the factor √N makes the spinors of the Lean definition vanish, and the charge formula fails there if F1 χ'†χ ≠ 0.

The shell condition E² = q·q/4 + m² gives

q·q/4N = E − m, hence N − q·q/4N = 2m.

This is `shell`. Off shell, the F1 term of the charge would not reduce to 2mF1. For the time component, the operator between χ'† and χ is

N F1 − F2 S²/2m − F1 S²/4N = 2mF1 − F2 q·q/2m = 2m(F1 − τF2).

For the space components, SKS = Sσ_kS² − S²σ_kS = −(q·q)K, so the operator is

−(F2 K/4m)(N − q·q/4N) − F1K/2 = −(F1+F2)K/2 = (F1+F2) i(σ×q)_k.

In both proofs `hb` computes the blocks and `hop` the spin operator; `linear_combination` inserts the shell relation.

```lean
lemma shell {m : ℝ} (hm : 0 < m) (q : Fin 3 → ℝ) :
    (((energy m ((1 / 2 : ℝ) • q) + m)⁻¹ : ℝ) : ℂ) * ((q ⬝ᵥ q : ℝ) : ℂ)
      = 4 * ((energy m ((1 / 2 : ℝ) • q) : ℂ) - m) := by
  have hQ : 0 ≤ q ⬝ᵥ q := Finset.sum_nonneg fun i _ => mul_self_nonneg (q i)
  have hE : energy m ((1 / 2 : ℝ) • q) ^ 2 = q ⬝ᵥ q / 4 + m ^ 2 := by
    have h : ((1 / 2 : ℝ) • q) ⬝ᵥ ((1 / 2 : ℝ) • q) = q ⬝ᵥ q / 4 := by
      rw [smul_dotProduct, dotProduct_smul, smul_eq_mul, smul_eq_mul]
      ring
    rw [energy, h, Real.sq_sqrt (by positivity)]
  have hN : 0 < energy m ((1 / 2 : ℝ) • q) + m :=
    add_pos_of_nonneg_of_pos (Real.sqrt_nonneg _) hm
  have h : (energy m ((1 / 2 : ℝ) • q) + m)⁻¹ * (q ⬝ᵥ q)
      = 4 * (energy m ((1 / 2 : ℝ) • q) - m) := by
    rw [inv_mul_eq_div, div_eq_iff hN.ne']
    linear_combination -4 * hE
  exact_mod_cast h

/-- The time component of the Breit-frame current is `2m (F1 - τ F2) χ'†χ`. -/
theorem breit_charge {m : ℝ} (hm : 0 < m) (F1 F2 : ℂ) (q : Fin 3 → ℝ) (χ' χ : Fin 2 → ℂ) :
    breitCurrent m F1 F2 q χ' χ 0 = 2 * m * (F1 - tau m q * F2) * (star χ' ⬝ᵥ χ) := by
  have hmc : (m : ℂ) ≠ 0 := by exact_mod_cast hm.ne'
  have hb : gamma 0 * vertex m F1 F2 (vecCons 0 q) 0 = fromBlocks (F1 • 1)
      ((F2 / (2 * m)) • pauliDot q) (-((F2 / (2 * m)) • pauliDot q)) (F1 • 1) := by
    have hg : gamma 0 = fromBlocks 1 0 0 (-1) := rfl
    rw [vertex_breit, hg]
    simp only [sub_eq_add_neg, fromBlocks_multiply, fromBlocks_smul, fromBlocks_neg,
      fromBlocks_add, one_mul, mul_one, zero_mul, mul_zero, neg_mul, mul_neg, neg_neg,
      add_zero, zero_add, neg_zero, smul_zero]
    rw [fromBlocks_inj]
    refine ⟨?_, ?_, ?_, ?_⟩ <;> module
  have key := shell hm q
  have hτ : 2 * (m : ℂ) * (tau m q : ℂ) = ((q ⬝ᵥ q : ℝ) : ℂ) / (2 * m) := by
    rw [tau, Complex.ofReal_div]
    push_cast
    field_simp
    try ring
  rw [breitCurrent, breit_transfer, hb, spinor_sandwich hm, pauliDot_half]
  have hN := Complex.ofReal_add (energy m ((1 / 2 : ℝ) • q)) m
  generalize (((energy m ((1 / 2 : ℝ) • q) + m)⁻¹ : ℝ) : ℂ) = n at *
  generalize ((energy m ((1 / 2 : ℝ) • q) + m : ℝ) : ℂ) = N at *
  -- every term is a multiple of the identity on spin space
  have hop : N • (F1 • (1 : Matrix (Fin 2) (Fin 2) ℂ))
      - (F2 / (2 * m)) • pauliDot q * (1 / 2 : ℂ) • pauliDot q
      + (1 / 2 : ℂ) • pauliDot q * -((F2 / (2 * m)) • pauliDot q)
      - n • ((1 / 2 : ℂ) • pauliDot q * (F1 • 1 * (1 / 2 : ℂ) • pauliDot q))
      = (2 * m * (F1 - tau m q * F2)) • 1 := by
    have hc : 2 * m * (F1 - tau m q * F2) = N * F1 - F2 / (2 * m) * ((q ⬝ᵥ q : ℝ) : ℂ)
        - n * F1 * ((q ⬝ᵥ q : ℝ) : ℂ) / 4 := by
      linear_combination (F1 / 4) * key - F2 * hτ - F1 * hN
    rw [hc]
    simp only [smul_mul_assoc, mul_smul_comm, mul_neg, one_mul, pauliDot_sq]
    module
  rw [hop, Matrix.smul_mulVec, one_mulVec, dotProduct_smul, smul_eq_mul]

/-- The space components of the Breit-frame current are `(F1 + F2) χ'† i(σ × q)_k χ`. -/
theorem breit_magnetic {m : ℝ} (hm : 0 < m) (F1 F2 : ℂ) (q : Fin 3 → ℝ)
    (χ' χ : Fin 2 → ℂ) (k : Fin 3) :
    breitCurrent m F1 F2 q χ' χ k.succ =
      (F1 + F2) * (star χ' ⬝ᵥ ((I • pauliCross q k) *ᵥ χ)) := by
  have hmc : (m : ℂ) ≠ 0 := by exact_mod_cast hm.ne'
  have hb : gamma 0 * vertex m F1 F2 (vecCons 0 q) k.succ = fromBlocks
      (-((F2 / (4 * m)) • (pauli k * pauliDot q - pauliDot q * pauli k))) (F1 • pauli k)
      (F1 • pauli k) ((F2 / (4 * m)) • (pauli k * pauliDot q - pauliDot q * pauli k)) := by
    have hg : gamma 0 = fromBlocks 1 0 0 (-1) := rfl
    have hk : gamma k.succ = fromBlocks 0 (pauli k) (-pauli k) 0 := rfl
    rw [vertex_breit, hg, hk]
    simp only [sub_eq_add_neg, fromBlocks_multiply, fromBlocks_smul, fromBlocks_neg,
      fromBlocks_add, one_mul, zero_mul, mul_zero, neg_mul, mul_neg, neg_neg,
      add_zero, zero_add, neg_zero, smul_zero]
    rw [fromBlocks_inj]
    refine ⟨?_, ?_, ?_, ?_⟩ <;> module
  -- with S = σ·q and K = [σ_k, S], the product S K S equals -(q·q) K
  have hK : pauliDot q * ((pauli k * pauliDot q - pauliDot q * pauli k) * pauliDot q)
      = (-((q ⬝ᵥ q : ℝ) : ℂ)) • (pauli k * pauliDot q - pauliDot q * pauli k) := by
    calc _ = pauliDot q * pauli k * (pauliDot q * pauliDot q)
          - (pauliDot q * pauliDot q) * (pauli k * pauliDot q) := by noncomm_ring
      _ = _ := by
        rw [pauliDot_sq]
        simp only [mul_smul_comm, smul_mul_assoc, mul_one, one_mul]
        module
  have key := shell hm q
  have hc : 2 * (m : ℂ) * (F2 / (4 * m)) = F2 / 2 := by
    field_simp
    try ring
  rw [breitCurrent, breit_transfer, hb, spinor_sandwich hm, pauliDot_half]
  have hN := Complex.ofReal_add (energy m ((1 / 2 : ℝ) • q)) m
  generalize (((energy m ((1 / 2 : ℝ) • q) + m)⁻¹ : ℝ) : ℂ) = n at *
  generalize ((energy m ((1 / 2 : ℝ) • q) + m : ℝ) : ℂ) = N at *
  have hop : N • (-((F2 / (4 * m)) • (pauli k * pauliDot q - pauliDot q * pauli k)))
      - F1 • pauli k * (1 / 2 : ℂ) • pauliDot q + (1 / 2 : ℂ) • pauliDot q * F1 • pauli k
      - n • ((1 / 2 : ℂ) • pauliDot q * ((F2 / (4 * m)) •
        (pauli k * pauliDot q - pauliDot q * pauli k) * (1 / 2 : ℂ) • pauliDot q))
      = (F1 + F2) • (I • pauliCross q k) := by
    have hr : (F1 + F2) • (I • pauliCross q k)
        = (-(F1 + F2) / 2) • (pauli k * pauliDot q - pauliDot q * pauli k) := by
      rw [pauli_commutator]
      module
    have hcoef : -(F1 + F2) / 2 = -N * (F2 / (4 * m)) - F1 / 2
        + n * (F2 / (4 * m)) * ((q ⬝ᵥ q : ℝ) : ℂ) / 4 := by
      linear_combination (-(F2 / (4 * m)) / 4) * key + (F2 / (4 * m)) * hN + hc
    rw [hr, hcoef]
    simp only [smul_mul_assoc, mul_smul_comm, hK]
    module
  rw [hop, Matrix.smul_mulVec, dotProduct_smul, smul_eq_mul]
```

Because q·(σ×q) = 0, the spatial current is transverse.

```lean
/-- The spatial Breit-frame current is transverse to the momentum transfer. -/
theorem breit_transverse {m : ℝ} (hm : 0 < m) (F1 F2 : ℂ) (q : Fin 3 → ℝ)
    (χ' χ : Fin 2 → ℂ) : ∑ k : Fin 3, (q k : ℂ) * breitCurrent m F1 F2 q χ' χ k.succ = 0 := by
  simp only [breit_magnetic hm, Fin.sum_univ_three]
  simp only [pauliCross, Matrix.cons_val, Matrix.smul_mulVec, sub_mulVec, dotProduct_smul,
    dotProduct_sub, smul_eq_mul]
  ring
```

## Nonzero momentum transfer

Suppose (F1, F2) and (G1, G2) give equal currents for all spins. If q ≠ 0, some matrix element of σ×q is nonzero, so F1 + F2 = G1 + G2; the proof finds it among three choices of spin and component. The charge gives F1 − τF2 = G1 − τG2. Subtracting,

(1+τ)F2 = (1+τ)G2,

and τ ≥ 0 yields F2 = G2, then F1 = G1. At q = 0 the spatial current and τ vanish, so only F1 is determined.

```lean
/-- At nonzero momentum transfer, the Breit-frame currents for all spins determine both
form factors `F1` and `F2`. -/
theorem formFactors_unique {m : ℝ} (hm : 0 < m) {q : Fin 3 → ℝ} (hq : q ≠ 0)
    {F1 F2 G1 G2 : ℂ} (h : ∀ χ' χ μ, breitCurrent m F1 F2 q χ' χ μ =
      breitCurrent m G1 G2 q χ' χ μ) : F1 = G1 ∧ F2 = G2 := by
  -- the magnetic part fixes F1 + F2
  have hsum : F1 + F2 = G1 + G2 := by
    by_contra hne
    have hz : ∀ (k : Fin 3) (χ' χ : Fin 2 → ℂ),
        star χ' ⬝ᵥ ((I • pauliCross q k) *ᵥ χ) = 0 := by
      intro k χ' χ
      by_contra hx
      have hk := h χ' χ k.succ
      rw [breit_magnetic hm, breit_magnetic hm] at hk
      exact hne (mul_right_cancel₀ hx hk)
    have a := hz 0 ![1, 0] ![1, 0]
    have b := hz 1 ![1, 0] ![1, 0]
    have c := hz 1 ![1, 0] ![0, 1]
    simp [pauliCross, pauli, dotProduct, mulVec, Fin.sum_univ_two] at a b c
    apply hq
    ext k
    fin_cases k <;> simp [a, b, c]
  -- the charge part fixes F1 - τ F2
  have h0 := h ![1, 0] ![1, 0] 0
  have h1 : star (![1, 0] : Fin 2 → ℂ) ⬝ᵥ ![1, 0] = 1 := by
    simp [dotProduct, Fin.sum_univ_two]
  rw [breit_charge hm, breit_charge hm, h1, mul_one, mul_one] at h0
  have hmc : (2 * m : ℂ) ≠ 0 := by exact_mod_cast (by positivity : (2 * m : ℝ) ≠ 0)
  have h2 := mul_left_cancel₀ hmc h0
  have hQ : 0 ≤ q ⬝ᵥ q := Finset.sum_nonneg fun i _ => mul_self_nonneg (q i)
  have hτ : 0 ≤ tau m q := div_nonneg hQ (by positivity)
  have ht : (1 + tau m q : ℂ) ≠ 0 := by
    exact_mod_cast (by positivity : (1 + tau m q : ℝ) ≠ 0)
  have hF : F2 = G2 := mul_left_cancel₀ ht (by linear_combination hsum - h2)
  exact ⟨by linear_combination hsum - hF, hF⟩

end

end BreitFrameCurrent
```
```lean
#print axioms BreitFrameCurrent.breit_charge
-- 'BreitFrameCurrent.breit_charge' depends on axioms: [propext, Classical.choice, Quot.sound]
#print axioms BreitFrameCurrent.breit_transverse
-- 'BreitFrameCurrent.breit_transverse' depends on axioms: [propext, Classical.choice, Quot.sound]
#print axioms BreitFrameCurrent.formFactors_unique
-- 'BreitFrameCurrent.formFactors_unique' depends on axioms: [propext, Classical.choice, Quot.sound]
```
